# The On-Site Scattering Path Operator of a Ring of Identical Scatterers as a Brillouin-Zone Average

Take two identical scatterers, each with a single complex amplitude $t \neq 0$. Let $g(0)$ and $g(1)$ be the structure constants that carry a wave from a site to itself and to the other site; the usual KKR choice is $g(0)=0$. The scattering path operator $\tau$ solves $\tau = t + tG\tau$, which after division by $t$ reads

$$\begin{pmatrix} 1/t-g(0) & -g(1)\\ -g(1) & 1/t-g(0)\end{pmatrix}\tau = 1 .$$

The vectors $(1,1)/\sqrt2$ and $(1,-1)/\sqrt2$ diagonalise this matrix, with eigenvalues $1/t-g(0)\mp g(1)$. Each has weight $1/2$ on site 0, so if neither eigenvalue vanishes,

$$\tau_{00}=\frac12\left[\frac{1}{1/t-g(0)-g(1)}+\frac{1}{1/t-g(0)+g(1)}\right].$$

## From two sites to $n$

On a ring of $n\ge 1$ sites let $G_{xy}=g(x-y)$, with differences taken modulo $n$. Write $\chi_k(x)=e^{2\pi i kx/n}$, $\hat g(k)=\sum_x g(x)\,\chi_k(-x)$ and $m=1/t$. If $m-\hat g(k)\neq0$ for every $k$, then $m-G$ is invertible, its inverse is the unique $\tau$, and

$$\tau_{00}=\frac1n\sum_k\frac{1}{1/t-\hat g(k)} .$$

First, Bloch waves are eigenvectors. Substituting $z=x-y$,

$$\sum_y g(x-y)\chi_k(y)=\sum_z g(z)\chi_k(x-z)=\hat g(k)\chi_k(x),$$

so $m-G$ has eigenvalue $m-\hat g(k)$ on $\chi_k$. Now define

$$S_{xy}=\frac1n\sum_k\frac{\chi_k(x-y)}{m-\hat g(k)} .$$

Since $\chi_k(z-y)=\chi_k(z)\chi_k(-y)$,

$$\begin{aligned}
\sum_z (m-G)_{xz}S_{zy}
&=\frac1n\sum_k\Big[\sum_z(m-G)_{xz}\chi_k(z)\Big]\frac{\chi_k(-y)}{m-\hat g(k)}\\
&=\frac1n\sum_k\chi_k(x-y)=\delta_{xy}.
\end{aligned}$$

For $x=y$ the last sum has $n$ terms equal to 1. Otherwise it is a geometric sum with ratio $\omega=e^{2\pi i(x-y)/n}\neq1$ and $\omega^n=1$, hence zero. A right inverse of a finite square matrix is also a left inverse, so $S=(m-G)^{-1}$. Dividing the scattering equation by $t$ gives $(m-G)\tau=1$, so $\tau=S$, and $x=y=0$ gives the formula.

Conversely, if $m=\hat g(k)$ for some $k$, then $(m-G)\chi_k=0$ although $\chi_k(0)=1$. The matrix is singular and no $\tau$ exists. Physically, $\chi_k=tG\chi_k$ is then a Bloch wave that sustains itself without an incident wave, which is the KKR condition for an eigenstate of the ring.

KKR electronic-structure calculations use such zone averages for on-site quantities; here the average is a finite sum for a ring with one scalar channel per site. Angular-momentum matrices, the infinite crystal and the energy dependence of $t$ and $g$ are not treated.

## The ring, its Bloch waves and the scattering equation

Sites and wave numbers both live in `ZMod n`. The assumption `NeZero n` excludes `n = 0`, for which `ZMod 0` is the infinite set of integers and not a finite ring of sites.

In Lean 4 with Mathlib:

```lean
import Mathlib

open Matrix

namespace KKRScatteringPath

noncomputable section

variable {n : ℕ} [NeZero n]
```

The function `g` is arbitrary: no symmetry, reality or vanishing on-site value is assumed.

```lean
/-- The structure-constant matrix `G_xy = g (x - y)` of a translation-invariant ring. -/
def structureMatrix (g : ZMod n → ℂ) : Matrix (ZMod n) (ZMod n) ℂ :=
  Matrix.of fun x y => g (x - y)
```

The standard additive character supplies $\chi_k$. This wave is unnormalised; the normalised one is $\chi_k/\sqrt n$.

```lean
/-- The Bloch wave with wave number `k` on the ring, `x ↦ exp (2 π i k x / n)`. -/
def bloch (k : ZMod n) : ZMod n → ℂ := fun x => ZMod.stdAddChar (k * x)
```

The transform has a minus sign in the exponent and no prefactor.

```lean
/-- The unnormalised lattice Fourier transform of the structure constants,
`∑ x, g x exp (-2 π i k x / n)`. -/
def ghat (g : ZMod n → ℂ) (k : ZMod n) : ℂ :=
  ∑ x, g x * ZMod.stdAddChar (-(k * x))
```

The KKR matrix takes $m$ as its parameter, so the diagonalisation does not involve $t$.

```lean
/-- The KKR matrix `m - G`, where `m` is the inverse of the single-site amplitude. -/
def kkrMatrix (m : ℂ) (g : ZMod n → ℂ) : Matrix (ZMod n) (ZMod n) ℂ :=
  m • (1 : Matrix (ZMod n) (ZMod n) ℂ) - structureMatrix g
```

The matrix $S$ is `zoneSum`.

```lean
/-- The Brillouin-zone sum `(1/n) ∑ k, exp (2 π i k (x - y) / n) / (m - ghat k)`,
meant for `m` different from every `ghat k`. -/
def zoneSum (m : ℂ) (g : ZMod n → ℂ) : Matrix (ZMod n) (ZMod n) ℂ :=
  Matrix.of fun x y =>
    (n : ℂ)⁻¹ * ∑ k : ZMod n, ZMod.stdAddChar (k * (x - y)) / (m - ghat g k)
```

The path operator is defined by its scattering equation, not as an inverse.

```lean
/-- `τ` is a scattering path operator if it solves the multiple-scattering equation
`τ = t + t G τ`. -/
def IsPathOperator (t : ℂ) (g : ZMod n → ℂ) (τ : Matrix (ZMod n) (ZMod n) ℂ) : Prop :=
  τ = t • (1 : Matrix (ZMod n) (ZMod n) ℂ) + t • (structureMatrix g * τ)
```

## Diagonalisation and the inverse

`Equiv.subLeft x` performs the substitution $z=x-y$, and additivity of the character combines the exponentials.

```lean
/-- Each Bloch wave is an eigenvector of the structure-constant matrix with
eigenvalue `ghat k`. -/
theorem structureMatrix_mulVec_bloch (g : ZMod n → ℂ) (k : ZMod n) :
    structureMatrix g *ᵥ bloch k = ghat g k • bloch k := by
  ext x
  simp only [Matrix.mulVec, dotProduct, structureMatrix, Matrix.of_apply, Pi.smul_apply,
    smul_eq_mul, ghat, bloch, Finset.sum_mul]
  -- substitute the separation `x - y` for the site `y`
  refine Fintype.sum_equiv (Equiv.subLeft x) _ _ (fun y => ?_)
  show g (x - y) * ZMod.stdAddChar (k * y) =
    g (x - y) * ZMod.stdAddChar (-(k * (x - y))) * ZMod.stdAddChar (k * x)
  rw [mul_assoc, ← AddChar.map_add_eq_mul,
    show -(k * (x - y)) + k * x = k * y by ring]
```

Subtracting from $m$ times the identity shifts the eigenvalue.

```lean
/-- Each Bloch wave is an eigenvector of the KKR matrix with eigenvalue `m - ghat k`. -/
theorem kkrMatrix_mulVec_bloch (m : ℂ) (g : ZMod n → ℂ) (k : ZMod n) :
    kkrMatrix m g *ᵥ bloch k = (m - ghat g k) • bloch k := by
  rw [kkrMatrix, Matrix.sub_mulVec, Matrix.smul_mulVec, Matrix.one_mulVec,
    structureMatrix_mulVec_bloch, sub_smul]
```

The `calc` chain follows the computation of $(m-G)S$: `hs` splits the character, `Finset.sum_comm` exchanges the sums over $z$ and $k$, and `hb` inserts the eigenvalue, which cancels the denominator. `AddChar.sum_mulShift` is the orthogonality relation.

```lean
/-- If `m` differs from every `ghat k`, the Brillouin-zone sum is a right inverse of the
KKR matrix. -/
theorem kkrMatrix_mul_zoneSum (m : ℂ) (g : ZMod n → ℂ) (h : ∀ k, m - ghat g k ≠ 0) :
    kkrMatrix m g * zoneSum m g = 1 := by
  have hn : (n : ℂ) ≠ 0 := Nat.cast_ne_zero.mpr (NeZero.ne n)
  have hs : ∀ k a b : ZMod n, (ZMod.stdAddChar (k * (a - b)) : ℂ) =
      ZMod.stdAddChar (k * a) * ZMod.stdAddChar (-(k * b)) := by
    intro k a b
    rw [← AddChar.map_add_eq_mul, show k * a + -(k * b) = k * (a - b) by ring]
  ext x y
  have hb : ∀ k : ZMod n, ∑ z, kkrMatrix m g x z * ZMod.stdAddChar (k * z) =
      (m - ghat g k) * ZMod.stdAddChar (k * x) :=
    fun k => congrFun (kkrMatrix_mulVec_bloch m g k) x
  calc (kkrMatrix m g * zoneSum m g) x y
      = ∑ z, kkrMatrix m g x z * ((n : ℂ)⁻¹ *
          ∑ k : ZMod n, ZMod.stdAddChar (k * (z - y)) / (m - ghat g k)) := by
        simp only [Matrix.mul_apply, zoneSum, Matrix.of_apply]
    _ = (n : ℂ)⁻¹ * ∑ k : ZMod n, (∑ z, kkrMatrix m g x z * ZMod.stdAddChar (k * z)) *
          (ZMod.stdAddChar (-(k * y)) / (m - ghat g k)) := by
        simp only [Finset.mul_sum, Finset.sum_mul]
        rw [Finset.sum_comm]
        refine Finset.sum_congr rfl fun k _ => Finset.sum_congr rfl fun z _ => ?_
        rw [hs]
        ring
    _ = (n : ℂ)⁻¹ * ∑ k : ZMod n, ZMod.stdAddChar (k * (x - y)) := by
        -- the eigenvalue cancels the denominator
        congr 1
        refine Finset.sum_congr rfl fun k _ => ?_
        have hk := h k
        rw [hb, hs]
        field_simp
    _ = (1 : Matrix (ZMod n) (ZMod n) ℂ) x y := by
        -- orthogonality of the characters
        rw [AddChar.sum_mulShift (x - y) (ZMod.isPrimitive_stdAddChar n)]
        by_cases hxy : x = y
        · subst hxy
          simp [hn]
        · simp [sub_eq_zero, hxy]
```

One direction of the next equivalence evaluates a Bloch wave in the kernel at site 0, where it equals 1. The other uses `mul_eq_one_comm` to make the right inverse two-sided.

```lean
/-- The KKR matrix is invertible exactly when `m - ghat k` vanishes for no wave number. -/
theorem isUnit_kkrMatrix_iff (m : ℂ) (g : ZMod n → ℂ) :
    IsUnit (kkrMatrix m g) ↔ ∀ k, m - ghat g k ≠ 0 := by
  constructor
  · intro hu k hk
    obtain ⟨τ, hτ⟩ := hu.exists_left_inv
    -- a vanishing eigenvalue would force the Bloch wave itself to vanish
    have h0 : bloch k = 0 := by
      rw [← Matrix.one_mulVec (bloch k), ← hτ, ← Matrix.mulVec_mulVec,
        kkrMatrix_mulVec_bloch, hk, zero_smul, Matrix.mulVec_zero]
    have h1 := congrFun h0 0
    simp [bloch] at h1
  · intro h
    have h1 := kkrMatrix_mul_zoneSum m g h
    exact ⟨⟨kkrMatrix m g, zoneSum m g, h1, mul_eq_one_comm.mp h1⟩, rfl⟩
```

## The path operator and its on-site element

Here $t\neq0$ enters: multiplying by $t^{-1}$ leads from the scattering equation to the matrix equation, and multiplying by $t$ leads back.

```lean
/-- For `t ≠ 0` the multiple-scattering equation is equivalent to `(1/t - G) τ = 1`. -/
theorem isPathOperator_iff {t : ℂ} (ht : t ≠ 0) (g : ZMod n → ℂ)
    (τ : Matrix (ZMod n) (ZMod n) ℂ) :
    IsPathOperator t g τ ↔ kkrMatrix t⁻¹ g * τ = 1 := by
  rw [kkrMatrix, Matrix.sub_mul, Matrix.smul_mul, Matrix.one_mul]
  constructor
  · intro h
    have h1 : t⁻¹ • τ = 1 + structureMatrix g * τ := by
      calc t⁻¹ • τ = t⁻¹ • (t • (1 : Matrix (ZMod n) (ZMod n) ℂ)
            + t • (structureMatrix g * τ)) := congrArg (fun A => t⁻¹ • A) h
        _ = 1 + structureMatrix g * τ := by rw [← smul_add, inv_smul_smul₀ ht]
    rw [h1, add_sub_cancel_right]
  · intro h
    calc τ = t • (t⁻¹ • τ) := (smul_inv_smul₀ ht τ).symm
      _ = t • (1 + structureMatrix g * τ) := by rw [sub_eq_iff_eq_add.mp h]
      _ = _ := smul_add _ _ _
```

The main theorem has three parts: invertibility, the statement that a matrix solves the scattering equation exactly when it is the inverse, and the on-site formula. The last follows by evaluating `zoneSum` at `0 0`, where every character equals 1.

```lean
/-- For `t ≠ 0` and `1/t - ghat k` nonzero for all `k`, the matrix `1/t - G` is invertible,
its inverse is the unique scattering path operator, and the on-site element of this inverse
is the Brillouin-zone average of `1 / (1/t - ghat k)`. -/
theorem scattering_path_operator {t : ℂ} (ht : t ≠ 0) (g : ZMod n → ℂ)
    (h : ∀ k, 1 / t - ghat g k ≠ 0) :
    IsUnit (kkrMatrix (1 / t) g) ∧
    (∀ τ, IsPathOperator t g τ ↔ τ = (kkrMatrix (1 / t) g)⁻¹) ∧
    (kkrMatrix (1 / t) g)⁻¹ 0 0 = 1 / (n : ℂ) * ∑ k, 1 / (1 / t - ghat g k) := by
  have h1 := kkrMatrix_mul_zoneSum (1 / t) g h
  have hinv := Matrix.inv_eq_right_inv h1
  refine ⟨(isUnit_kkrMatrix_iff _ g).mpr h, fun τ => ?_, ?_⟩
  · rw [isPathOperator_iff ht, ← one_div]
    constructor
    · intro hτ
      exact (Matrix.inv_eq_right_inv hτ).symm
    · intro hτ
      rw [hτ, hinv]
      exact h1
  · rw [hinv]
    simp [zoneSum]
```

Finally, existence of any path operator already forces every $1/t-\hat g(k)$ to be nonzero, because a solution is a right inverse of the KKR matrix.

```lean
/-- For `t ≠ 0` a scattering path operator exists exactly when `1/t - ghat k` vanishes for
no wave number. -/
theorem exists_pathOperator_iff {t : ℂ} (ht : t ≠ 0) (g : ZMod n → ℂ) :
    (∃ τ, IsPathOperator t g τ) ↔ ∀ k, 1 / t - ghat g k ≠ 0 := by
  constructor
  · rintro ⟨τ, hτ⟩
    rw [isPathOperator_iff ht, ← one_div] at hτ
    exact (isUnit_kkrMatrix_iff _ g).mp ⟨⟨_, τ, hτ, mul_eq_one_comm.mp hτ⟩, rfl⟩
  · intro h
    exact ⟨_, ((scattering_path_operator ht g h).2.1 _).mpr rfl⟩

end

end KKRScatteringPath
```

```lean
#print axioms KKRScatteringPath.scattering_path_operator
-- 'KKRScatteringPath.scattering_path_operator' depends on axioms: [propext, Classical.choice, Quot.sound]
#print axioms KKRScatteringPath.exists_pathOperator_iff
-- 'KKRScatteringPath.exists_pathOperator_iff' depends on axioms: [propext, Classical.choice, Quot.sound]
```
